# Independent layer shifts in a close-packed stack give a diffraction profile in closed form

In a close-packed stack, each layer is displaced sideways relative to the one below in one of two senses. At the lateral momentum transfers considered here, a shift multiplies the scattered amplitude by $\omega=e^{2\pi i/3}$ with probability $a$, or by $\bar\omega$ with probability $1-a$. The mean factor is $c=a\omega+(1-a)\bar\omega$, and $p$ is the phase gained per layer spacing along the stacking direction.

The third of a turn comes from the geometry: in the usual hexagonal indexing it belongs to the rods with $h-k$ not divisible by 3. The two factors swap between rods where $h-k$ leaves remainder 1 and rods where it leaves remainder 2, so for the same stack $a$ becomes $1-a$. On the rods with $h-k$ divisible by 3 a shift leaves the phase unchanged.

## Shifts, weights and intensity

```lean
import Mathlib

open ComplexConjugate

namespace RandomLayerStacking

noncomputable section

/-- Phase factor of one layer shift: `exp(2πi/3)` for one sense of shift, its conjugate for
the other. -/
def shiftPhase : Bool → ℂ
  | true => Complex.exp (((2 * Real.pi / 3 : ℝ) : ℂ) * Complex.I)
  | false => conj (Complex.exp (((2 * Real.pi / 3 : ℝ) : ℂ) * Complex.I))
```

`Bool` has two values, used here to label the two senses of shift: `true` gives $\omega$ and `false` gives $\bar\omega$. The notation `(x : ℂ)` treats a real number as a complex one, and `conj` is complex conjugation.

```lean
/-- Weights of the two senses of shift: `a` and `1 - a`. -/
def shiftProb (a : ℝ) : Bool → ℝ
  | true => a
  | false => 1 - a
```

The weights are $w_{\text{true}}=a$ and $w_{\text{false}}=1-a$. The definition accepts any real $a$; they are probabilities when $0\le a\le1$.

```lean
/-- The mean phase factor `c` of a single layer shift. -/
def meanPhase (a : ℝ) : ℂ := ∑ s, (shiftProb a s : ℂ) * shiftPhase s
```

This is $c=\sum_s w_s\varphi_s$, where $\varphi_s$ is the phase factor of shift $s$.

```lean
/-- Phase correlation between layers `n` apart: the average of the total phase factor over all
sequences of `n` independent shifts. -/
def layerCorrelation (a : ℝ) (n : ℕ) : ℂ :=
  ∑ s : Fin n → Bool, ((∏ i, shiftProb a (s i) : ℝ) : ℂ) * ∏ i, shiftPhase (s i)
```

A function `s : Fin n → Bool` is a sequence of $n$ shifts, numbered $0,\dots,n-1$. The correlation is the average over all $2^n$ sequences,
$$C_n=\sum_s\Big(\prod_{i=0}^{n-1}w_{s_i}\Big)\prod_{i=0}^{n-1}\varphi_{s_i}.$$
The product of weights expresses independence of the shifts: the sense of each shift is chosen without memory of earlier shifts. The lateral positions themselves are not independent, since each layer is displaced from the one below.

```lean
/-- Interference term of layers `n` apart, with phase `p` per layer spacing. -/
def interferenceTerm (a p : ℝ) (n : ℕ) : ℂ :=
  layerCorrelation a n * Complex.exp ((n : ℂ) * ((p : ℂ) * Complex.I))
```

Layers $n$ apart contribute $C_ne^{inp}$.

```lean
/-- Intensity along the stacking direction: the self term plus twice the real part of the
summed interference terms of all separations `n ≥ 1`. -/
def stackingIntensity (a p : ℝ) : ℝ :=
  1 + 2 * (∑' n : ℕ, interferenceTerm a p (n + 1)).re
```

The intensity is $I(p)=1+2\,\mathrm{Re}\sum_{n\ge1}C_ne^{inp}$. Lean's sum `∑'` starts at zero, so its index $n$ stands for separation $n+1$.

This is kinematic scattering per layer from an infinite stack, with the scattering strength of a single layer set to one. For a stack of $N$ layers the sum would stop at $n=N-1$, with an extra weight $1-n/N$ on each separation. Thermal motion, absorption and multiple scattering are left out.

## From independence to a power of the mean

```lean
/-- For independent shifts the correlation across `n` layers is the `n`-th power of the mean
phase factor. -/
theorem layerCorrelation_eq_pow (a : ℝ) (n : ℕ) :
    layerCorrelation a n = meanPhase a ^ n := by
  unfold layerCorrelation meanPhase
  rw [Fintype.sum_pow]
  apply Finset.sum_congr rfl
  intro s _
  rw [Finset.prod_mul_distrib, Complex.ofReal_prod]
```

The theorem says $C_n=c^n$. By hand, multiply out the power, choosing one shift from each factor:
$$c^n=\Big(\sum_s w_s\varphi_s\Big)^n=\sum_{s_0,\dots,s_{n-1}}\prod_{i=0}^{n-1}w_{s_i}\varphi_{s_i}.$$
Separating weights from phases gives $C_n$. In the proof, `Fintype.sum_pow` performs the expansion and `Finset.prod_mul_distrib` the separation. For $n=0$ there is one empty sequence, and both sides equal 1.

## The size of the mean phase factor

```lean
/-- The mean phase factor has real part `-1/2` and imaginary part `(2a - 1)√3/2`. -/
theorem meanPhase_re_im (a : ℝ) :
    (meanPhase a).re = -1 / 2 ∧ (meanPhase a).im = (2 * a - 1) * Real.sqrt 3 / 2 := by
  have hang : 2 * Real.pi / 3 = Real.pi - Real.pi / 3 := by ring
  have hre : (shiftPhase true).re = -1 / 2 := by
    change (Complex.exp (((2 * Real.pi / 3 : ℝ) : ℂ) * Complex.I)).re = _
    rw [Complex.exp_ofReal_mul_I_re, hang, Real.cos_pi_sub, Real.cos_pi_div_three]
    norm_num
  have him : (shiftPhase true).im = Real.sqrt 3 / 2 := by
    change (Complex.exp (((2 * Real.pi / 3 : ℝ) : ℂ) * Complex.I)).im = _
    rw [Complex.exp_ofReal_mul_I_im, hang, Real.sin_pi_sub, Real.sin_pi_div_three]
  have hconj : shiftPhase false = conj (shiftPhase true) := rfl
  have hc : meanPhase a = (a : ℂ) * shiftPhase true
      + ((1 - a : ℝ) : ℂ) * conj (shiftPhase true) := by
    rw [← hconj]
    exact Fintype.sum_bool _
  constructor
  · rw [hc, Complex.add_re, Complex.re_ofReal_mul, Complex.re_ofReal_mul, Complex.conj_re, hre]
    ring
  · rw [hc, Complex.add_im, Complex.im_ofReal_mul, Complex.im_ofReal_mul, Complex.conj_im, him]
    ring
```

Since $\omega=-\tfrac12+\tfrac{\sqrt3}{2}i$,
$$\mathrm{Re}\,c=-\tfrac12\,[a+(1-a)]=-\tfrac12,\qquad \mathrm{Im}\,c=\tfrac{\sqrt3}{2}\,[a-(1-a)]=\tfrac{(2a-1)\sqrt3}{2}.$$
The proof obtains the parts of $\omega$ by writing $2\pi/3=\pi-\pi/3$, then adds the two weighted contributions.

```lean
/-- The squared modulus of the mean phase factor is `1 - 3a(1 - a)`. -/
theorem norm_meanPhase_sq (a : ℝ) : ‖meanPhase a‖ ^ 2 = 1 - 3 * a * (1 - a) := by
  have hs : Real.sqrt 3 ^ 2 = 3 := Real.sq_sqrt (by norm_num)
  rw [Complex.sq_norm, Complex.normSq_apply, (meanPhase_re_im a).1, (meanPhase_re_im a).2]
  linear_combination (2 * a - 1) ^ 2 / 4 * hs
```

Squaring and adding the parts gives
$$|c|^2=\tfrac14+\tfrac34(2a-1)^2=\tfrac14+\tfrac34\,[1-4a(1-a)]=1-3a(1-a).$$
The double bars `‖ ‖` denote the modulus. `linear_combination` completes the algebra using $(\sqrt3)^2=3$.

```lean
/-- If both senses of shift occur, `0 < a < 1`, the mean phase factor has modulus below one. -/
theorem norm_meanPhase_lt_one {a : ℝ} (h0 : 0 < a) (h1 : a < 1) : ‖meanPhase a‖ < 1 := by
  have hsq := norm_meanPhase_sq a
  have hp : 0 < a * (1 - a) := mul_pos h0 (by linarith)
  nlinarith [sq_nonneg (‖meanPhase a‖ - 1)]
```

For $0<a<1$ the product $a(1-a)$ is positive, so $|c|^2<1$ and hence $|c|<1$. The hypotheses `h0` and `h1` say that both senses of shift occur. At $a=0$ or $a=1$ the stack is perfectly ordered and $|c|=1$.

## Summing over all separations

```lean
/-- For a complex ratio `z` of modulus below one, one plus twice the real part of `z/(1 - z)`
is `(1 - |z|²)/|1 - z|²`. -/
theorem one_add_two_re_geometric {z : ℂ} (hz : ‖z‖ < 1) :
    1 + 2 * (z * (1 - z)⁻¹).re = (1 - ‖z‖ ^ 2) / ‖1 - z‖ ^ 2 := by
  have hne : Complex.normSq (1 - z) ≠ 0 := by
    intro h
    have h1 : z = 1 := (sub_eq_zero.mp (Complex.normSq_eq_zero.mp h)).symm
    rw [h1, norm_one] at hz
    exact lt_irrefl _ hz
  have hD : Complex.normSq (1 - z) = (1 - z.re) ^ 2 + z.im ^ 2 := by
    rw [Complex.normSq_apply, Complex.sub_re, Complex.sub_im, Complex.one_re, Complex.one_im]
    ring
  rw [Complex.sq_norm, Complex.sq_norm, Complex.mul_re, Complex.inv_re, Complex.inv_im,
    Complex.sub_re, Complex.sub_im, Complex.one_re, Complex.one_im, Complex.normSq_apply z]
  generalize Complex.normSq (1 - z) = D at hne hD ⊢
  field_simp
  linear_combination hD
```

Write $z=x+iy$ and $D=|1-z|^2=(1-x)^2+y^2$. Then
$$\mathrm{Re}\,\frac{z}{1-z}=\frac{x(1-x)-y^2}{D},$$
and therefore
$$1+2\,\mathrm{Re}\,\frac{z}{1-z}=\frac{D+2x-2x^2-2y^2}{D}=\frac{1-x^2-y^2}{D}=\frac{1-|z|^2}{|1-z|^2}.$$
The proof follows this route: it shows $D\ne0$, clears the denominator with `field_simp`, and inserts the formula for $D$ at the end.

```lean
/-- For `0 < a < 1` the interference series converges and the intensity is
`(1 - |c|²)/|1 - c exp(ip)|²`, with `c` the mean phase factor. -/
theorem stackingIntensity_eq {a : ℝ} (h0 : 0 < a) (h1 : a < 1) (p : ℝ) :
    Summable (fun n : ℕ => interferenceTerm a p (n + 1)) ∧
    stackingIntensity a p = (1 - ‖meanPhase a‖ ^ 2) /
      ‖1 - meanPhase a * Complex.exp ((p : ℂ) * Complex.I)‖ ^ 2 := by
  have hn : ‖meanPhase a * Complex.exp ((p : ℂ) * Complex.I)‖ = ‖meanPhase a‖ := by
    rw [norm_mul, Complex.norm_exp_ofReal_mul_I, mul_one]
  have hz : ‖meanPhase a * Complex.exp ((p : ℂ) * Complex.I)‖ < 1 := by
    rw [hn]
    exact norm_meanPhase_lt_one h0 h1
  -- the interference terms form a geometric series
  have hterm : (fun n : ℕ => interferenceTerm a p (n + 1)) = fun n : ℕ =>
      (meanPhase a * Complex.exp ((p : ℂ) * Complex.I)) *
        (meanPhase a * Complex.exp ((p : ℂ) * Complex.I)) ^ n := by
    funext n
    unfold interferenceTerm
    rw [layerCorrelation_eq_pow, Complex.exp_nat_mul, ← mul_pow, pow_succ']
  have hsum := (hasSum_geometric_of_norm_lt_one hz).mul_left
    (meanPhase a * Complex.exp ((p : ℂ) * Complex.I))
  rw [← hterm] at hsum
  refine ⟨hsum.summable, ?_⟩
  unfold stackingIntensity
  rw [hsum.tsum_eq, one_add_two_re_geometric hz, hn]
```

The symbol `∧` joins two conclusions: the series converges, and
$$I(p)=\frac{1-|c|^2}{|1-ce^{ip}|^2}.$$
Set $z=ce^{ip}$. Because $|e^{ip}|=1$, we have $|z|=|c|<1$. The term for separation $n+1$ is $c^{n+1}e^{i(n+1)p}=z\,z^n$, so the series is geometric with sum $z/(1-z)$, and the preceding identity gives the intensity.

In the code, `hterm` rewrites the terms, `hsum` sums them, and the last line applies the identity. The convergence statement matters because Lean assigns the value zero to a series that is not summable.

## The exact range of intensities

```lean
/-- The squared distance `|1 - c exp(ip)|²` equals `1 + |c|² - 2|c| cos(arg c + p)`. -/
theorem norm_one_sub_sq (c : ℂ) (p : ℝ) :
    ‖1 - c * Complex.exp ((p : ℂ) * Complex.I)‖ ^ 2
      = 1 + ‖c‖ ^ 2 - 2 * ‖c‖ * Real.cos (c.arg + p) := by
  have hpolar : c * Complex.exp ((p : ℂ) * Complex.I)
      = (‖c‖ : ℂ) * Complex.exp (((c.arg + p : ℝ) : ℂ) * Complex.I) := by
    rw [Complex.ofReal_add, add_mul, Complex.exp_add, ← mul_assoc,
      Complex.norm_mul_exp_arg_mul_I]
  rw [hpolar, Complex.sq_norm, Complex.normSq_apply, Complex.sub_re, Complex.sub_im,
    Complex.re_ofReal_mul, Complex.im_ofReal_mul, Complex.exp_ofReal_mul_I_re,
    Complex.exp_ofReal_mul_I_im, Complex.one_re, Complex.one_im]
  linear_combination ‖c‖ ^ 2 * Real.sin_sq_add_cos_sq (c.arg + p)
```

Put $r=|c|$ and $\theta=\arg c+p$. Then $ce^{ip}=re^{i\theta}$, and
$$|1-re^{i\theta}|^2=(1-r\cos\theta)^2+r^2\sin^2\theta=1+r^2-2r\cos\theta.$$
`hpolar` is the polar form; the final line uses $\sin^2\theta+\cos^2\theta=1$.

```lean
/-- For `0 < a < 1` the intensity takes, over all real `p`, exactly the values from
`(1 - |c|)/(1 + |c|)` to `(1 + |c|)/(1 - |c|)`. -/
theorem range_stackingIntensity {a : ℝ} (h0 : 0 < a) (h1 : a < 1) :
    Set.range (stackingIntensity a) = Set.Icc
      ((1 - ‖meanPhase a‖) / (1 + ‖meanPhase a‖))
      ((1 + ‖meanPhase a‖) / (1 - ‖meanPhase a‖)) := by
  have hI : ∀ p, stackingIntensity a p = (1 - ‖meanPhase a‖ ^ 2) /
      (1 + ‖meanPhase a‖ ^ 2 - 2 * ‖meanPhase a‖ * Real.cos ((meanPhase a).arg + p)) := by
    intro p
    rw [(stackingIntensity_eq h0 h1 p).2, norm_one_sub_sq]
  have hr1 := norm_meanPhase_lt_one h0 h1
  have hr0 : 0 < ‖meanPhase a‖ := by
    by_contra h
    have hz : ‖meanPhase a‖ = 0 := le_antisymm (not_lt.mp h) (norm_nonneg _)
    have hsq := norm_meanPhase_sq a
    rw [hz] at hsq
    nlinarith [sq_nonneg (2 * a - 1)]
  generalize ‖meanPhase a‖ = r at hI hr0 hr1 ⊢
  have hm : 0 < 1 - r := by linarith
  have hq : 0 < 1 + r := by linarith
  ext y
  constructor
  · -- the cosine lies between -1 and 1
    rintro ⟨p, rfl⟩
    rw [hI p]
    have ht1 := Real.cos_le_one ((meanPhase a).arg + p)
    have ht2 := Real.neg_one_le_cos ((meanPhase a).arg + p)
    generalize Real.cos ((meanPhase a).arg + p) = t at ht1 ht2 ⊢
    have hD : 0 < 1 + r ^ 2 - 2 * r * t := by
      nlinarith [mul_nonneg hr0.le (sub_nonneg.mpr ht1), mul_pos hm hm]
    have hu : 0 ≤ 1 + t := by linarith
    have hv : 0 ≤ 1 - t := by linarith
    constructor
    · rw [div_le_div_iff₀ hq hD]
      nlinarith [mul_nonneg (mul_nonneg hm.le hr0.le) hu]
    · rw [div_le_div_iff₀ hD hm]
      nlinarith [mul_nonneg (mul_nonneg hq.le hr0.le) hv]
  · -- each value is reached at an explicit phase, given by an arccosine
    rintro ⟨hy1, hy2⟩
    have hy : 0 < y := lt_of_lt_of_le (div_pos hm hq) hy1
    rw [div_le_iff₀ hq] at hy1
    rw [le_div_iff₀ hm] at hy2
    have hw1 : (1 - r ^ 2) / y ≤ (1 + r) ^ 2 := by
      rw [div_le_iff₀ hy]
      nlinarith [mul_nonneg hq.le (sub_nonneg.mpr hy1)]
    have hw2 : (1 - r) ^ 2 ≤ (1 - r ^ 2) / y := by
      rw [le_div_iff₀ hy]
      nlinarith [mul_nonneg hm.le (sub_nonneg.mpr hy2)]
    have h2r : 0 < 2 * r := by linarith
    have ht1 : -1 ≤ (1 + r ^ 2 - (1 - r ^ 2) / y) / (2 * r) := by
      rw [le_div_iff₀ h2r]
      linarith
    have ht2 : (1 + r ^ 2 - (1 - r ^ 2) / y) / (2 * r) ≤ 1 := by
      rw [div_le_iff₀ h2r]
      linarith
    refine ⟨Real.arccos ((1 + r ^ 2 - (1 - r ^ 2) / y) / (2 * r)) - (meanPhase a).arg, ?_⟩
    have hne : 1 - r ^ 2 ≠ 0 := by
      have : 0 < (1 - r) * (1 + r) := mul_pos hm hq
      nlinarith
    rw [hI, add_sub_cancel, Real.cos_arccos ht1 ht2, mul_div_cancel₀ _ h2r.ne',
      sub_sub_cancel, div_div_cancel₀ hne]
```

`Set.range` is the set of all values taken as $p$ runs over the real numbers, and `Set.Icc` is a closed interval. For $0<a<1$ the theorem states
$$\{I(p):p\in\mathbb R\}=\left[\frac{1-r}{1+r},\ \frac{1+r}{1-r}\right].$$

With $t=\cos\theta$, the intensity is $(1-r^2)/(1+r^2-2rt)$. Since $-1\le t\le1$, the denominator lies between $(1-r)^2$ and $(1+r)^2$, both positive. Dividing $1-r^2=(1-r)(1+r)$ by these gives the two endpoints as bounds.

Conversely, take any $y$ in the interval and solve $I=y$ for the cosine:
$$t=\frac{1+r^2-(1-r^2)/y}{2r}.$$
The bounds on $y$ put $(1-r^2)/y$ between $(1-r)^2$ and $(1+r)^2$, so $-1\le t\le1$. The phase $p=\arccos t-\arg c$ then gives intensity $y$. Division by $2r$ is allowed because $r^2=\tfrac14+\tfrac34(2a-1)^2>0$.

After `ext y` and `constructor`, the proof treats these two inclusions in turn. `nlinarith` checks the inequalities after the denominators have been multiplied out, and `refine` supplies the explicit phase.

```lean
/-- When both senses of shift are equally likely, the intensity ranges over exactly
`[1/3, 3]`. -/
theorem range_stackingIntensity_half :
    Set.range (stackingIntensity (1 / 2)) = Set.Icc (1 / 3) 3 := by
  have hr : ‖meanPhase (1 / 2)‖ = 1 / 2 := by
    have hsq := norm_meanPhase_sq (1 / 2)
    nlinarith [norm_nonneg (meanPhase (1 / 2))]
  rw [range_stackingIntensity (by norm_num) (by norm_num), hr]
  norm_num

end

end RandomLayerStacking
```

At $a=\tfrac12$ the two senses are equally likely and $|c|^2=1-\tfrac34=\tfrac14$, so $|c|=\tfrac12$. The endpoints become $\tfrac{1/2}{3/2}=\tfrac13$ and $\tfrac{3/2}{1/2}=3$. Here $c=-\tfrac12$ and $I(p)=3/(5+4\cos p)$, with its minimum at $p=0$ and its maximum at $p=\pi$.

```lean
#print axioms RandomLayerStacking.layerCorrelation_eq_pow
#print axioms RandomLayerStacking.range_stackingIntensity_half
```

```
'RandomLayerStacking.layerCorrelation_eq_pow' depends on axioms: [propext, Classical.choice, Quot.sound]
'RandomLayerStacking.range_stackingIntensity_half' depends on axioms: [propext, Classical.choice, Quot.sound]
```

## Computing a rod profile

In a simulation of kinematic diffraction from an infinite stack with independent shifts, the closed form replaces averaging over generated stacking sequences. For $0<a<1$, inserting the parts of $c$ gives
$$I(p)=\frac{3a(1-a)}{2-3a(1-a)+\cos p+(2a-1)\sqrt3\,\sin p}.$$

For $a=0.8$, the numerator is $0.48$ and the denominator is approximately $1.52+\cos p+1.039\sin p$. Evaluating this on a grid of $p$ gives the profile along the rod. Its values run from about $0.162$ to $6.17$, with the maximum at $p=-\arg c\approx-134^\circ$. Multiplying each value by the squared modulus of the single-layer scattering amplitude at that momentum transfer gives the scattered intensity per layer.
